# The adjoint of a tensor product of one-spin operators is the tensor product of their adjoints

For a finite number `n` of spins 1/2, take one operator for each spin, given as a complex 2 × 2 matrix. Their tensor product is the matrix between spin configurations whose entry is the product of the corresponding one-spin entries. The theorem says that the adjoint (conjugate transpose) of this matrix is the tensor product of the one-spin adjoints; the operators need not be Hermitian or unitary. The attempt compares the two sides entry by entry, and then uses the fact that complex conjugation of a finite product is the product of the conjugates.

The failing Lean file:

```lean
import Mathlib

open Matrix Finset

namespace TensorAdjoint

noncomputable section

/-- Operators on `n` spins 1/2, as matrices between spin configurations. -/
abbrev Op (n : ℕ) := Matrix (Fin n → Fin 2) (Fin n → Fin 2) ℂ

variable {n : ℕ}

/-- The tensor product of one operator for each spin. -/
def tensor (A : Fin n → Matrix (Fin 2) (Fin 2) ℂ) : Op n :=
  fun s t => ∏ k, A k (s k) (t k)

/-- The adjoint of a tensor product is the tensor product of the adjoints. -/
theorem tensor_adjoint (A : Fin n → Matrix (Fin 2) (Fin 2) ℂ) :
    (tensor A)ᴴ = tensor (fun k => (A k)ᴴ) := by
  ext s t
  exact map_prod (starRingEnd ℂ) _ _

end

end TensorAdjoint
```

Compiling this gives:

```
Main.lean:22:2: error: Type mismatch
  map_prod (starRingEnd ℂ) ?m.38 ?m.39
has type
  (starRingEnd ℂ) (∏ x ∈ ?m.39, ?m.38 x) = ∏ x ∈ ?m.39, (starRingEnd ℂ) (?m.38 x)
but is expected to have type
  (tensor A)ᴴ s t = tensor (fun k => (A k)ᴴ) s t
```

The message says that the equation offered by `map_prod` could not be matched with the goal. `map_prod` speaks of `starRingEnd ℂ` applied to a product, but after `ext s t` the goal is still written with `ᴴ` and `tensor`, and shows neither the conjugation nor the products. The two underscores also left Lean to find the factors and the index set by itself. They are still unknown in the message, as `?m.38` and `?m.39`: Lean did not unfold the goal in a way that gave them values.

The mathematics was right, and the repair only spells it out. The `change` line restates the goal as what it means by definition: the conjugate of a product of entries equals the product of their conjugates, with `s` and `t` exchanged by the transpose. The new `exact` line names the factors, `fun k => A k (t k) (s k)`, and the index set, `Finset.univ`, so nothing is left to guess. What remains is to see that `starRingEnd ℂ` applied to a number is its `star`, which holds by definition.

The change, after which it compiles:

```diff
@@ -20,5 +20,6 @@
     (tensor A)ᴴ = tensor (fun k => (A k)ᴴ) := by
   ext s t
-  exact map_prod (starRingEnd ℂ) _ _
+  change star (∏ k, A k (t k) (s k)) = ∏ k, star (A k (t k) (s k))
+  exact map_prod (starRingEnd ℂ) (fun k => A k (t k) (s k)) Finset.univ
 
 end
```
